# A vertical mirror and a fourfold operation select the Rashba or the Dresselhaus form among in-plane linear spin-orbit couplings

Before a spin-orbit term can be called invariant under a mirror, one has to say what the mirror does to spin. Here spin is an axial vector: an orthogonal operation acts on it as on an ordinary vector, with an additional factor equal to the determinant of the full three-dimensional operation. Momentum transforms as an ordinary vector, and a Hamiltonian is invariant if it is unchanged when momentum and spin are transformed together.

The Hamiltonian considered is

$$H(k)=\sum_i (Ak)_i\,\sigma_i ,$$

where $A$ is a real $2\times2$ matrix, $k=(k_0,k_1)=(k_x,k_y)$ is the in-plane momentum and $(\sigma_0,\sigma_1)=(\sigma_x,\sigma_y)$ are Pauli matrices. Within this form, the following holds.

- Either of the mirrors $x\to-x$ and $y\to-y$ allows exactly the matrices with zero diagonal, so requiring both gives the same condition.
- Adding the quarter turn about $z$ leaves exactly the real multiples of $k_y\sigma_x-k_x\sigma_y$, the Rashba term.
- Adding the fourfold rotoinversion instead leaves exactly the real multiples of $k_y\sigma_x+k_x\sigma_y$, the Dresselhaus term in these axes.

For an effective model of a two-dimensional electron gas with these symmetries, expanded about zero momentum, this tells which in-plane spin terms linear in momentum may appear in the one-electron Hamiltonian. Their strengths are not fixed by symmetry.

## The invariance equation and its solutions

Let an operation act on the plane by a matrix $P$ and multiply $z$ by $\zeta=\pm1$. Its three-dimensional determinant is $\zeta\det P$, so in-plane spin transforms with $S=\zeta(\det P)\,P$. Replacing $k$ by $Pk$ and $\sigma_i$ by $\sum_j S_{ij}\sigma_j$ gives

$$\sum_i (APk)_i\sum_j S_{ij}\sigma_j=\sum_j (S^{T}APk)_j\,\sigma_j .$$

This must equal $\sum_j(Ak)_j\sigma_j$ for every $k$. The upper right entry of $H(k)$ is $(Ak)_0-i(Ak)_1$, whose real and imaginary parts give both components of the real vector $Ak$. Choosing $k=(1,0)$ and $k=(0,1)$ then gives the columns of $A$. Hence $H$ determines $A$, and invariance is equivalent to

$$S^{T}AP=A .$$

**Mirrors.** For $x\to-x$ we have $P=\mathrm{diag}(-1,1)$, $\zeta=1$ and $\det P=-1$, so $S=\mathrm{diag}(1,-1)$. For $y\to-y$ we have $P=\mathrm{diag}(1,-1)$ and $S=\mathrm{diag}(-1,1)$. In both cases

$$S^{T}AP=\begin{pmatrix}-A_{00}&A_{01}\\A_{10}&-A_{11}\end{pmatrix},$$

which equals $A$ exactly when $A_{00}=A_{11}=0$.

**Fourfold operations.** The quarter turn has $P=\begin{pmatrix}0&-1\\1&0\end{pmatrix}$ and $\zeta=1$; the rotoinversion has the same $P$ and $\zeta=-1$, which is inversion combined with a quarter turn in the opposite sense. Since $\det P=1$, $S=\zeta P$ and

$$S^{T}AP=\zeta\begin{pmatrix}A_{11}&-A_{10}\\-A_{01}&A_{00}\end{pmatrix}.$$

Comparing the second rows gives $A_{11}=\zeta A_{00}$ and $A_{10}=-\zeta A_{01}$. The first rows give the same two conditions because $\zeta^2=1$.

**Together.** With zero diagonal and $\alpha=A_{01}$, only $A_{10}=-\zeta\alpha$ remains, so

$$H(k)=\alpha\,(k_y\sigma_x-\zeta k_x\sigma_y).$$

Conversely, every real $\alpha$ gives a matrix that satisfies both sets of conditions. The two signs of $\zeta$ yield the Rashba and Dresselhaus terms.

## Hamiltonian, operations and spin in Lean

```lean
import Mathlib

open Matrix

namespace LinearSpinOrbitSelection

noncomputable section
```

The Pauli matrices are explicit complex matrices. Index `0` stands for $x$ and index `1` for $y$.

```lean
/-- The Pauli matrix `σ_x`. -/
def sx : Matrix (Fin 2) (Fin 2) ℂ := !![0, 1; 1, 0]

/-- The Pauli matrix `σ_y`. -/
def sy : Matrix (Fin 2) (Fin 2) ℂ := !![0, -Complex.I; Complex.I, 0]

/-- The in-plane spin operators `(σ_x, σ_y)`. -/
def pauli : Fin 2 → Matrix (Fin 2) (Fin 2) ℂ := ![sx, sy]
```

The function `coupling` takes the spin operators as an argument, so that they can be replaced by transformed ones. Factors such as $\hbar/2$ are absorbed into $A$. Terms with $\sigma_z$, spin-independent terms and higher powers of momentum are absent from this model.

```lean
/-- The linear spin-orbit coupling `(A k) · s` for in-plane spin operators `s`. -/
def coupling (A : Matrix (Fin 2) (Fin 2) ℝ) (s : Fin 2 → Matrix (Fin 2) (Fin 2) ℂ)
    (k : Fin 2 → ℝ) : Matrix (Fin 2) (Fin 2) ℂ :=
  ∑ i, (((A *ᵥ k) i : ℝ) : ℂ) • s i
```

A `PlaneOp` consists of $P$ and the factor for $z$. The structure does not require orthogonality, but the four operations used below are orthogonal, and for them `axial` is the matrix $S$.

```lean
/-- A linear operation that maps the plane to itself, given by its in-plane block and
the factor that multiplies `z`. -/
structure PlaneOp where
  inPlane : Matrix (Fin 2) (Fin 2) ℝ
  zSign : ℝ

/-- The in-plane block times the full three-dimensional determinant; for an orthogonal
operation this is the action on the in-plane part of an axial vector. -/
def PlaneOp.axial (g : PlaneOp) : Matrix (Fin 2) (Fin 2) ℝ :=
  (g.zSign * g.inPlane.det) • g.inPlane

/-- The mirror `x → -x`. -/
def mirrorX : PlaneOp := ⟨!![-1, 0; 0, 1], 1⟩

/-- The mirror `y → -y`. -/
def mirrorY : PlaneOp := ⟨!![1, 0; 0, -1], 1⟩
```

The parameter `ζ` lets one definition serve for both fourfold operations.

```lean
/-- A quarter turn about `z` combined with `z → ζ z`. -/
def fourfold (ζ : ℝ) : PlaneOp := ⟨!![0, -1; 1, 0], ζ⟩

/-- The quarter turn about `z`. -/
def quarterTurn : PlaneOp := fourfold 1

/-- The fourfold rotoinversion about `z`. -/
def rotoinversion : PlaneOp := fourfold (-1)
```

The transformed spin operators are $\sum_j S_{ij}\sigma_j$, and `Invariant` is the condition from the derivation, required at every $k$.

```lean
/-- The in-plane spin operators transformed by the matrix `g.axial`; for an orthogonal operation `g`
this is the rule for an axial vector. -/
def turnedSpin (g : PlaneOp) (i : Fin 2) : Matrix (Fin 2) (Fin 2) ℂ :=
  ∑ j, ((g.axial i j : ℝ) : ℂ) • pauli j

/-- The coupling is invariant under `g` if transforming momentum and spin together
leaves it unchanged at every `k`. -/
def Invariant (g : PlaneOp) (A : Matrix (Fin 2) (Fin 2) ℝ) : Prop :=
  ∀ k, coupling A (turnedSpin g) (g.inPlane *ᵥ k) = coupling A pauli k
```

In quantum mechanics a rotation or reflection of space acts on spin by a unitary matrix $U$. The next definition says that conjugation by $U$ reproduces the axial rule for the two in-plane spin operators.

```lean
/-- The unitary `U` on spin space carries out `g` on the in-plane spin operators. -/
def Implements (U : Matrix (Fin 2) (Fin 2) ℂ) (g : PlaneOp) : Prop :=
  Uᴴ * U = 1 ∧ ∀ i, Uᴴ * pauli i * U = turnedSpin g i
```

Such a unitary exists for each of the four operations. For example, conjugation by $\sigma_x$ keeps $\sigma_x$ and reverses $\sigma_y$, as the mirror $x\to-x$ requires. The proof compares matrix entries.

```lean
/-- The axial rule is realised on spin space by `σ_x` and `σ_y` for the two mirrors, and by
`diag(1, i)` and `diag(1, -i)` for the quarter turn and the rotoinversion. -/
theorem implements_witness :
    Implements sx mirrorX ∧ Implements sy mirrorY ∧
    Implements !![1, 0; 0, Complex.I] quarterTurn ∧
    Implements !![1, 0; 0, -Complex.I] rotoinversion := by
  refine ⟨⟨?_, ?_⟩, ⟨?_, ?_⟩, ⟨?_, ?_⟩, ⟨?_, ?_⟩⟩
  -- unitarity and the transformed Pauli matrices, entry by entry
  all_goals first
    | (intro i
       fin_cases i <;> ext a b <;> fin_cases a <;> fin_cases b <;>
         simp [turnedSpin, PlaneOp.axial, mirrorX, mirrorY, quarterTurn, rotoinversion,
           fourfold, pauli, sx, sy, Matrix.mul_apply, Fin.sum_univ_two, Matrix.det_fin_two])
    | (ext a b
       fin_cases a <;> fin_cases b <;> simp [sx, sy, Matrix.mul_apply, Fin.sum_univ_two])
```

Consequently `Invariant` agrees with the usual symmetry condition $U^\dagger H(Pk)U=H(k)$. The proof moves the conjugation through the sum by linearity.

```lean
/-- If `U` carries out `g` on spin, invariance of the coupling is the symmetry
`U† H(gk) U = H(k)` of the Hamiltonian. -/
theorem invariant_iff_conj {U : Matrix (Fin 2) (Fin 2) ℂ} {g : PlaneOp}
    (hU : Implements U g) (A : Matrix (Fin 2) (Fin 2) ℝ) :
    Invariant g A ↔
      ∀ k, Uᴴ * coupling A pauli (g.inPlane *ᵥ k) * U = coupling A pauli k := by
  have e (q : Fin 2 → ℝ) :
      coupling A (turnedSpin g) q = Uᴴ * coupling A pauli q * U := by
    simp only [coupling, Fin.sum_univ_two, ← hU.2, Matrix.mul_add, Matrix.add_mul,
      Matrix.mul_smul, Matrix.smul_mul]
  simp only [Invariant, e]
```

## From the Hamiltonian to a matrix equation

The first lemma writes $H(k)$ out in $\sigma_x$ and $\sigma_y$.

```lean
/-- The coupling written out in the two Pauli matrices. -/
theorem coupling_expand (A : Matrix (Fin 2) (Fin 2) ℝ) (k : Fin 2 → ℝ) :
    coupling A pauli k = ((A 0 0 * k 0 + A 0 1 * k 1 : ℝ) : ℂ) • sx
      + ((A 1 0 * k 0 + A 1 1 * k 1 : ℝ) : ℂ) • sy := by
  simp [coupling, pauli, Matrix.mulVec, dotProduct, Fin.sum_univ_two]
```

The second shows that $H$ determines $A$. Its step `e` computes the upper right entry, `key` separates real and imaginary parts to obtain $Ak=Bk$, and the two unit vectors then give equality column by column.

```lean
/-- The Hamiltonian at all `k` determines the coupling matrix. -/
theorem coupling_injective {A B : Matrix (Fin 2) (Fin 2) ℝ}
    (h : ∀ k, coupling A pauli k = coupling B pauli k) : A = B := by
  -- the upper right entry holds both components of the spin-orbit field
  have e (M : Matrix (Fin 2) (Fin 2) ℝ) (k : Fin 2 → ℝ) : coupling M pauli k 0 1
      = (((M *ᵥ k) 0 : ℝ) : ℂ) - (((M *ᵥ k) 1 : ℝ) : ℂ) * Complex.I := by
    simp [coupling, pauli, sx, sy, Fin.sum_univ_two, sub_eq_add_neg]
  have key (k : Fin 2 → ℝ) : A *ᵥ k = B *ᵥ k := by
    have h1 := congrFun (congrFun (h k) 0) 1
    rw [e, e] at h1
    have hr := congrArg Complex.re h1
    have hi := congrArg Complex.im h1
    funext i
    fin_cases i
    · simpa using hr
    · simp at hi ⊢
      linarith
  ext i j
  fin_cases j
  · simpa [Matrix.mulVec, dotProduct, Fin.sum_univ_two] using congrFun (key ![1, 0]) i
  · simpa [Matrix.mulVec, dotProduct, Fin.sum_univ_two] using congrFun (key ![0, 1]) i
```

Now invariance can be turned into $S^{T}AP=A$. Step `e` is the rearrangement of the double sum above, with `module` collecting the coefficients of the Pauli matrices. One direction of the equivalence uses `coupling_injective`; the other is substitution.

```lean
/-- Invariance of the Hamiltonian is a linear equation for the coupling matrix. -/
theorem invariant_iff (g : PlaneOp) (A : Matrix (Fin 2) (Fin 2) ℝ) :
    Invariant g A ↔ g.axialᵀ * A * g.inPlane = A := by
  have e (k : Fin 2 → ℝ) : coupling A (turnedSpin g) (g.inPlane *ᵥ k)
      = coupling (g.axialᵀ * A * g.inPlane) pauli k := by
    simp only [coupling, turnedSpin, Matrix.mulVec, dotProduct, Matrix.mul_apply,
      Matrix.transpose_apply, Fin.sum_univ_two]
    push_cast
    module
  exact ⟨fun h => coupling_injective fun k => (e k).symm.trans (h k),
    fun h k => by rw [e, h]⟩
```

## Solutions for mirrors and fourfold operations

The hypothesis `hg` says that `g` is one of the two mirrors. Step `e` computes $S^{T}AP$ for both, and `linarith` deduces from $-A_{00}=A_{00}$ and $-A_{11}=A_{11}$ that the diagonal vanishes.

```lean
/-- Each of the two mirrors by itself allows exactly the coupling matrices with
zero diagonal. -/
theorem mirror_iff {g : PlaneOp} (hg : g = mirrorX ∨ g = mirrorY)
    (A : Matrix (Fin 2) (Fin 2) ℝ) : Invariant g A ↔ A 0 0 = 0 ∧ A 1 1 = 0 := by
  -- both mirrors reverse the diagonal and keep the rest
  have e : g.axialᵀ * A * g.inPlane = !![-A 0 0, A 0 1; A 1 0, -A 1 1] := by
    rcases hg with rfl | rfl <;> ext i j <;> fin_cases i <;> fin_cases j <;>
      simp [PlaneOp.axial, mirrorX, mirrorY, Matrix.mul_apply, Fin.sum_univ_two,
        Matrix.det_fin_two]
  rw [invariant_iff, e]
  constructor
  · intro h
    have h0 : -A 0 0 = A 0 0 := congrFun (congrFun h 0) 0
    have h1 : -A 1 1 = A 1 1 := congrFun (congrFun h 1) 1
    constructor <;> linarith
  · rintro ⟨h0, h1⟩
    ext i j
    fin_cases i <;> fin_cases j <;> simp [h0, h1]
```

For the fourfold operations, the hypothesis `ζ * ζ = 1` says that $z$ is either kept or reversed. The second row of the matrix equation gives the stated conditions. In the converse direction, `linear_combination` uses $\zeta^2=1$ to recover the first row.

```lean
/-- For `ζ = ±1`, the quarter turn with `z → ζ z` alone leaves two free parameters:
the first row of `A` fixes the second. -/
theorem fourfold_iff {ζ : ℝ} (hζ : ζ * ζ = 1) (A : Matrix (Fin 2) (Fin 2) ℝ) :
    Invariant (fourfold ζ) A ↔ A 1 1 = ζ * A 0 0 ∧ A 1 0 = -(ζ * A 0 1) := by
  have e : (fourfold ζ).axialᵀ * A * (fourfold ζ).inPlane
      = !![ζ * A 1 1, -(ζ * A 1 0); -(ζ * A 0 1), ζ * A 0 0] := by
    ext i j
    fin_cases i <;> fin_cases j <;>
      simp [PlaneOp.axial, fourfold, Matrix.mul_apply, Fin.sum_univ_two, Matrix.det_fin_two]
  rw [invariant_iff, e]
  constructor
  · intro h
    exact ⟨(congrFun (congrFun h 1) 1).symm, (congrFun (congrFun h 1) 0).symm⟩
  · rintro ⟨h0, h1⟩
    have h2 : ζ * A 1 1 = A 0 0 := by rw [h0]; linear_combination A 0 0 * hζ
    have h3 : -(ζ * A 1 0) = A 0 1 := by rw [h1]; linear_combination A 0 1 * hζ
    rw [h2, h3, ← h0, ← h1]
    exact (Matrix.eta_fin_two A).symm
```

Two parameters, $A_{00}$ and $A_{01}$, are still free, which shows what the mirror contributes. If it is omitted, the identity matrix $A=1$ passes the test for the quarter turn, yet its Hamiltonian $k_x\sigma_x+k_y\sigma_y$ is not a multiple of the Rashba term. For the rotoinversion, $A=\mathrm{diag}(1,-1)$ passes the test, and $k_x\sigma_x-k_y\sigma_y$ is not a multiple of $k_y\sigma_x+k_x\sigma_y$ in the same axes. It is, however, the Dresselhaus term seen in axes turned by $45^\circ$, so in this case the mirror only fixes the orientation of the term.

## One remaining term for each fourfold operation

The combined theorem treats both signs of $\zeta$. From left to right, the mirror removes the diagonal, the fourfold condition fixes $A_{10}$, and `A 0 1` serves as the coefficient $\alpha$. From right to left, `coupling_injective` recovers the matrix from the given Hamiltonian, and the two preceding equivalences confirm its invariance.

```lean
/-- For `ζ = ±1`, the mirror `x → -x` and the quarter turn with `z → ζ z` together allow
exactly the real multiples of `k_y σ_x - ζ k_x σ_y`. -/
theorem fourfold_selection {ζ : ℝ} (hζ : ζ * ζ = 1) (A : Matrix (Fin 2) (Fin 2) ℝ) :
    (Invariant mirrorX A ∧ Invariant (fourfold ζ) A) ↔
      ∃ α : ℝ, ∀ k, coupling A pauli k
        = (α : ℂ) • ((k 1 : ℂ) • sx - ((ζ : ℂ) * (k 0 : ℂ)) • sy) := by
  constructor
  · rintro ⟨hm, hq⟩
    obtain ⟨h0, h1⟩ := (mirror_iff (Or.inl rfl) A).1 hm
    have h2 := ((fourfold_iff hζ A).1 hq).2
    refine ⟨A 0 1, fun k => ?_⟩
    rw [coupling_expand, h0, h1, h2]
    push_cast
    module
  · rintro ⟨α, h⟩
    -- the Hamiltonian fixes the matrix, which then passes both tests
    have hA : A = !![0, α; -(ζ * α), 0] := coupling_injective fun k => by
      rw [h k, coupling_expand]
      change _ = ((0 * k 0 + α * k 1 : ℝ) : ℂ) • sx
        + ((-(ζ * α) * k 0 + 0 * k 1 : ℝ) : ℂ) • sy
      push_cast
      module
    rw [hA]
    exact ⟨(mirror_iff (Or.inl rfl) _).2 (by simp), (fourfold_iff hζ _).2 (by simp)⟩
```

Setting $\zeta=1$ gives the Rashba case: a coupling is invariant under the mirror $x\to-x$ and the quarter turn if and only if some real $\alpha$ brings it to the stated form at every $k$. The value $\alpha=0$ is included. By `mirror_iff`, requiring the mirror $y\to-y$ as well does not change the set of allowed couplings.

```lean
/-- The mirror `x → -x` and the quarter turn allow exactly the real multiples of the
Rashba term `k_y σ_x - k_x σ_y`. -/
theorem rashba_selection (A : Matrix (Fin 2) (Fin 2) ℝ) :
    (Invariant mirrorX A ∧ Invariant quarterTurn A) ↔
      ∃ α : ℝ, ∀ k, coupling A pauli k
        = (α : ℂ) • ((k 1 : ℂ) • sx - (k 0 : ℂ) • sy) := by
  simpa only [quarterTurn, Complex.ofReal_one, one_mul] using
    fourfold_selection (ζ := 1) (by norm_num) A
```

Setting $\zeta=-1$ gives the Dresselhaus case. Its form depends on the choice of axes: here the mirror reverses the $x$ axis, while in axes turned by $45^\circ$ the same coupling takes the form $k_x\sigma_x-k_y\sigma_y$, up to a sign that depends on the sense of the turn.

```lean
/-- The mirror `x → -x` and the fourfold rotoinversion allow exactly the real multiples of
the Dresselhaus term `k_y σ_x + k_x σ_y`. -/
theorem dresselhaus_selection (A : Matrix (Fin 2) (Fin 2) ℝ) :
    (Invariant mirrorX A ∧ Invariant rotoinversion A) ↔
      ∃ β : ℝ, ∀ k, coupling A pauli k
        = (β : ℂ) • ((k 1 : ℂ) • sx + (k 0 : ℂ) • sy) := by
  simpa only [rotoinversion, Complex.ofReal_neg, Complex.ofReal_one, neg_mul, one_mul,
    neg_smul, sub_neg_eq_add] using fourfold_selection (ζ := -1) (by norm_num) A

end

end LinearSpinOrbitSelection
```

```lean
#print axioms LinearSpinOrbitSelection.invariant_iff_conj
-- 'LinearSpinOrbitSelection.invariant_iff_conj' depends on axioms: [propext, Classical.choice, Quot.sound]
#print axioms LinearSpinOrbitSelection.rashba_selection
-- 'LinearSpinOrbitSelection.rashba_selection' depends on axioms: [propext, Classical.choice, Quot.sound]
#print axioms LinearSpinOrbitSelection.dresselhaus_selection
-- 'LinearSpinOrbitSelection.dresselhaus_selection' depends on axioms: [propext, Classical.choice, Quot.sound]
```
